# A noninteracting single-orbital dot between two equally coupled superconductors of gap $D$ has exactly one level with $0\le E<D$

A small quantum dot sits between two superconducting leads. At energies inside the superconducting gap the leads have no propagating quasiparticle states, so an excitation on the dot cannot escape. It can still turn from electron to hole by exchanging pairs with the leads, and the resulting bound states depend on the phase difference between the superconductors. How many such states are there, and when does one reach zero energy?

The dot has a single, spin-degenerate orbital. Let $e$ be the energy of this orbital measured from the Fermi level, $D$ the gap of both leads, and $\pm\varphi/2$ their phases. The total coupling $G$ is the half-width that the dot resonance would have if the leads were normal; each lead contributes $G/2$. The leads are conventional s-wave superconductors with a wide, flat normal-state band, and the model has no Coulomb repulsion and no magnetic field.

```lean
import Mathlib

noncomputable section

namespace SuperconductingDotJunction
```

At energy $E$ inside the gap, the leads enter through $\kappa=\sqrt{D^2-E^2}$.

```lean
/-- The root `κ = √(D² - E²)` for a superconductor of gap `D` at energy `E`. -/
def gapRoot (D E : ℝ) : ℝ := √(D ^ 2 - E ^ 2)
```

A lead with coupling $g$ and phase $\theta$ gives the dot the self-energy
$$\Sigma_\theta(E)=\frac{g}{\kappa}\begin{pmatrix}-E & D e^{i\theta}\\ D e^{-i\theta} & -E\end{pmatrix}$$
in the electron–hole (Nambu) basis. This form is taken as the definition; it is not derived from a lead Hamiltonian.

```lean
/-- Nambu self-energy of the dot due to one superconducting lead with coupling `g`, gap `D`
and phase `θ`, at subgap energy `E`. -/
def leadSelfEnergy (g D θ E : ℝ) : Matrix (Fin 2) (Fin 2) ℂ :=
  !![-((g * E / gapRoot D E : ℝ) : ℂ),
      ((g * D / gapRoot D E : ℝ) : ℂ) * Complex.exp ((θ : ℂ) * Complex.I);
     ((g * D / gapRoot D E : ℝ) : ℂ) * Complex.exp (-(θ : ℂ) * Complex.I),
      -((g * E / gapRoot D E : ℝ) : ℂ)]
```

The inverse Green function of the dot is $M(E)=\mathrm{diag}(E-e,\,E+e)-\Sigma_{\varphi/2}-\Sigma_{-\varphi/2}$, with $g=G/2$ in both self-energies.

```lean
/-- Inverse Green function of a noninteracting dot with level energy `e`, coupled with strength
`G / 2` to each of two superconductors with phases `φ / 2` and `-φ / 2`. -/
def invGreen (G D e φ E : ℝ) : Matrix (Fin 2) (Fin 2) ℂ :=
  !![((E - e : ℝ) : ℂ), 0; 0, ((E + e : ℝ) : ℂ)]
    - leadSelfEnergy (G / 2) D (φ / 2) E - leadSelfEnergy (G / 2) D (-(φ / 2)) E
```

A level is a real energy at which $\det M(E)=0$. Lean's real square root returns $0$ for negative arguments, so `IsLevel` has its physical meaning only for $|E|<D$, and every theorem about levels below stays in that range.

```lean
/-- `E` is a level of the junction when the determinant of the inverse Green function vanishes. -/
def IsLevel (G D e φ E : ℝ) : Prop := (invGreen G D e φ E).det = 0
```

## (a) The square of the gap root

**Task.** For $E^2<D^2$, show that $\kappa^2=D^2-E^2$.

**Solution.** The number under the root is positive, so squaring undoes the root. `Real.sq_sqrt` asks only that the number be nonnegative, which `linarith` obtains from the hypothesis.

```lean
variable {G D e φ E : ℝ}

lemma gapRoot_sq (hE : E ^ 2 < D ^ 2) : gapRoot D E ^ 2 = D ^ 2 - E ^ 2 :=
  Real.sq_sqrt (by linarith)
```

## (b) The sign of the gap root

**Task.** Under the same condition, show that $\kappa>0$.

**Solution.** The square root of a positive number is positive. This permits division by $\kappa$ later.

```lean
lemma gapRoot_pos (hE : E ^ 2 < D ^ 2) : 0 < gapRoot D E :=
  Real.sqrt_pos.mpr (by linarith)
```

## (c) The determinant

**Task.** For $E^2<D^2$, show that $E$ is a level exactly when
$$E^2\left(1+\frac{G}{\kappa}\right)^2=e^2+\frac{G^2D^2c^2}{D^2-E^2},\qquad c=\cos(\varphi/2).$$

**Solution.** The diagonal entries of $M$ are $E(1+G/\kappa)\mp e$. The upper off-diagonal entry is
$$-\frac{GD}{2\kappa}\left(e^{i\varphi/2}+e^{-i\varphi/2}\right)=-\frac{GDc}{\kappa},$$
and the lower one is the same. Hence
$$\det M=E^2(1+G/\kappa)^2-e^2-\frac{G^2D^2c^2}{\kappa^2},$$
and (a) replaces $\kappa^2$. In Lean, `hdet` is this formula: `simp` expands the exponentials into cosines and sines, and `ring` cancels the sines. The determinant is a complex number, but it equals a real one, so its vanishing is a real equation.

```lean
/-- Inside the gap, the levels are the solutions of the scalar equation in which the two lead
phases enter through `cos (φ / 2)`. -/
theorem isLevel_iff (hE : E ^ 2 < D ^ 2) :
    IsLevel G D e φ E ↔ E ^ 2 * (1 + G / gapRoot D E) ^ 2
      = e ^ 2 + G ^ 2 * D ^ 2 * Real.cos (φ / 2) ^ 2 / (D ^ 2 - E ^ 2) := by
  have hdet : (invGreen G D e φ E).det = ((E ^ 2 * (1 + G / gapRoot D E) ^ 2
      - (e ^ 2 + G ^ 2 * D ^ 2 * Real.cos (φ / 2) ^ 2 / gapRoot D E ^ 2) : ℝ) : ℂ) := by
    -- the sines of the two opposite phases cancel
    simp only [invGreen, leadSelfEnergy, Complex.ofReal_neg, neg_neg, Complex.exp_mul_I,
      Complex.cos_neg, Complex.sin_neg, Matrix.det_fin_two, Matrix.sub_apply, Matrix.of_apply,
      Matrix.cons_val', Matrix.cons_val_zero, Matrix.cons_val_one, Matrix.cons_val_fin_one]
    push_cast
    ring
  rw [IsLevel, hdet, Complex.ofReal_eq_zero, sub_eq_zero, gapRoot_sq hE]
```

## (d) Clearing the denominators

**Task.** Show that the level condition inside the gap is equivalent to
$$E^2(\kappa+G)^2=e^2\kappa^2+G^2D^2c^2.$$

**Solution.** Multiply (c) by $\kappa^2$. Since $\kappa\neq0$, the step can be reversed. The facts `h1` and `h2` multiply out the two sides, and `mul_right_cancel₀` supplies the way back.

```lean
/-- The level equation inside the gap, cleared of denominators. -/
theorem isLevel_iff_poly (hE : E ^ 2 < D ^ 2) :
    IsLevel G D e φ E ↔ E ^ 2 * (gapRoot D E + G) ^ 2
      = e ^ 2 * gapRoot D E ^ 2 + G ^ 2 * D ^ 2 * Real.cos (φ / 2) ^ 2 := by
  rw [isLevel_iff hE, ← gapRoot_sq hE]
  have hk : gapRoot D E ≠ 0 := (gapRoot_pos hE).ne'
  generalize gapRoot D E = k at hk ⊢
  have h1 : E ^ 2 * (1 + G / k) ^ 2 * k ^ 2 = E ^ 2 * (k + G) ^ 2 := by
    field_simp
  have h2 : (e ^ 2 + G ^ 2 * D ^ 2 * Real.cos (φ / 2) ^ 2 / k ^ 2) * k ^ 2
      = e ^ 2 * k ^ 2 + G ^ 2 * D ^ 2 * Real.cos (φ / 2) ^ 2 := by
    field_simp
  rw [← h1, ← h2]
  exact ⟨fun h => by rw [h], fun h => mul_right_cancel₀ (pow_ne_zero 2 hk) h⟩
```

## (e) One root in the variable $s$

**Task.** Let $G,D>0$ and $0\le A\le G^2D^2$. Show that exactly one $s$ with $0<s\le D$ satisfies
$$(D^2-s^2)(s+G)^2=e^2s^2+A.$$

**Solution.** For uniqueness, suppose that $0<s<t$ are both roots. Multiply the equation for $s$ by $t^2$ and the equation for $t$ by $s^2$, then subtract. The terms in $e^2$ cancel, leaving
$$(t-s)\left[s^2t^2(s+t+2G)+2GD^2st+(G^2D^2-A)(s+t)\right]=0.$$
Every factor on the left is positive, which is a contradiction.

For existence, let $f(s)$ be the left side of the equation minus the right side. Then $f(D)=-e^2D^2-A\le0$. Take
$$a=\frac{GD^2}{G^2+e^2+2GD},$$
which satisfies $0<a\le D$. Its definition gives $a^2(G^2+e^2)=GD^2a-2GDa^2$, and inserting this in the expanded $f(a)$ yields
$$f(a)=GD^2a+a^2(D^2-a^2)+2Ga^2(D-a)+(G^2D^2-A)\ge0.$$
By the intermediate value theorem $f$ has a zero in $[a,D]$.

In the code, `key` is the uniqueness argument, with the subtraction done by `linear_combination` and the sign by `positivity`. The identity for $f(a)$ is `h4`, and `intermediate_value_Icc'` finds the root.

```lean
/-- The level equation, written for `s = √(D² - E²)`, has exactly one root with `0 < s ≤ D`. -/
theorem existsUnique_root (hG : 0 < G) (hD : 0 < D) (e : ℝ) {A : ℝ} (hA0 : 0 ≤ A)
    (hA : A ≤ G ^ 2 * D ^ 2) :
    ∃! s : ℝ, (0 < s ∧ s ≤ D) ∧ (D ^ 2 - s ^ 2) * (s + G) ^ 2 = e ^ 2 * s ^ 2 + A := by
  -- two ordered roots are impossible
  have key : ∀ s t : ℝ, 0 < s → s < t →
      (D ^ 2 - s ^ 2) * (s + G) ^ 2 = e ^ 2 * s ^ 2 + A →
      (D ^ 2 - t ^ 2) * (t + G) ^ 2 = e ^ 2 * t ^ 2 + A → False := by
    intro s t hs hst h1 h2
    have ht : 0 < t := hs.trans hst
    have hB : 0 ≤ G ^ 2 * D ^ 2 - A := by linarith
    have hts : 0 < t - s := by linarith
    have hpos : 0 < (t - s) * (s ^ 2 * t ^ 2 * (s + t) + 2 * G * s ^ 2 * t ^ 2
        + 2 * G * D ^ 2 * s * t + (G ^ 2 * D ^ 2 - A) * (s + t)) := by positivity
    have hzero : (t - s) * (s ^ 2 * t ^ 2 * (s + t) + 2 * G * s ^ 2 * t ^ 2
        + 2 * G * D ^ 2 * s * t + (G ^ 2 * D ^ 2 - A) * (s + t)) = 0 := by
      linear_combination t ^ 2 * h1 - s ^ 2 * h2
    linarith
  -- an explicit point where the difference of the two sides is nonnegative
  obtain ⟨a, ha, haD, hfa⟩ : ∃ a : ℝ, 0 < a ∧ a ≤ D ∧
      0 ≤ (D ^ 2 - a ^ 2) * (a + G) ^ 2 - e ^ 2 * a ^ 2 - A := by
    have hK : 0 < G ^ 2 + e ^ 2 + 2 * G * D := by positivity
    have ha : 0 < G * D ^ 2 / (G ^ 2 + e ^ 2 + 2 * G * D) := by positivity
    have haK : G * D ^ 2 / (G ^ 2 + e ^ 2 + 2 * G * D) * (G ^ 2 + e ^ 2 + 2 * G * D)
        = G * D ^ 2 := div_mul_cancel₀ _ hK.ne'
    have haD : G * D ^ 2 / (G ^ 2 + e ^ 2 + 2 * G * D) ≤ D := by
      rw [div_le_iff₀ hK]
      have h1 : 0 ≤ D * (G ^ 2 + e ^ 2 + G * D) := by positivity
      linarith
    generalize G * D ^ 2 / (G ^ 2 + e ^ 2 + 2 * G * D) = a at ha haK haD
    refine ⟨a, ha, haD, ?_⟩
    have h1 : 0 ≤ a * (G * D ^ 2) := by positivity
    have h2 : 0 ≤ a ^ 2 * ((D - a) * (D + a)) :=
      mul_nonneg (sq_nonneg a) (mul_nonneg (by linarith) (by linarith))
    have h3 : 0 ≤ 2 * G * a ^ 2 * (D - a) := mul_nonneg (by positivity) (by linarith)
    have h4 : (D ^ 2 - a ^ 2) * (a + G) ^ 2 - e ^ 2 * a ^ 2 - A
        = a * (G * D ^ 2) + a ^ 2 * ((D - a) * (D + a)) + 2 * G * a ^ 2 * (D - a)
          + (G ^ 2 * D ^ 2 - A) := by
      linear_combination (-a) * haK
    linarith
  have hfD : (D ^ 2 - D ^ 2) * (D + G) ^ 2 - e ^ 2 * D ^ 2 - A ≤ 0 := by
    have h1 : 0 ≤ e ^ 2 * D ^ 2 := by positivity
    linarith
  have hcont : ContinuousOn
      (fun s : ℝ => (D ^ 2 - s ^ 2) * (s + G) ^ 2 - e ^ 2 * s ^ 2 - A) (Set.Icc a D) := by
    fun_prop
  obtain ⟨s, hs, hs0⟩ := intermediate_value_Icc' haD hcont ⟨hfD, hfa⟩
  have hs1 : (D ^ 2 - s ^ 2) * (s + G) ^ 2 = e ^ 2 * s ^ 2 + A := by
    dsimp only at hs0
    linarith
  have hspos : 0 < s := lt_of_lt_of_le ha hs.1
  refine ⟨s, ⟨⟨hspos, hs.2⟩, hs1⟩, ?_⟩
  rintro t ⟨⟨ht, _⟩, ht1⟩
  rcases lt_trichotomy t s with h | h | h
  · exact (key t s ht h ht1 hs1).elim
  · exact h
  · exact (key s t hspos h hs1 ht1).elim
```

## (f) Counting the levels

**Task.** For $G,D>0$ and all real $e$ and $\varphi$, show that exactly one energy satisfies
$$0\le E<D,\qquad \det M(E)=0.$$

**Solution.** Put $A=G^2D^2c^2$, which lies between $0$ and $G^2D^2$. With $s=\kappa$ and $E^2=D^2-s^2$, equation (d) becomes equation (e). The map $s\mapsto\sqrt{D^2-s^2}$ takes $(0,D]$ one-to-one onto $[0,D)$, with inverse $E\mapsto\kappa$, so the single root gives a single energy. In Lean, `hroot` shows that the constructed energy has gap root $s$, and `hks` shows that any other level has the same one.

The quantifier `∃!` counts energies, not multiplicities. For numerical work on this noninteracting model, the result means that a root search over $0\le E<D$ has one energy to find at each phase.

```lean
/-- For every dot energy and phase difference, the junction has exactly one level with
`0 ≤ E < D`. -/
theorem existsUnique_level (hG : 0 < G) (hD : 0 < D) (e φ : ℝ) :
    ∃! E : ℝ, (0 ≤ E ∧ E < D) ∧ IsLevel G D e φ E := by
  have hA : G ^ 2 * D ^ 2 * Real.cos (φ / 2) ^ 2 ≤ G ^ 2 * D ^ 2 :=
    mul_le_of_le_one_right (by positivity) (Real.cos_sq_le_one _)
  obtain ⟨s, ⟨⟨hs, hsD⟩, hs1⟩, huniq⟩ := existsUnique_root hG hD e (by positivity) hA
  have hsq : √(D ^ 2 - s ^ 2) ^ 2 = D ^ 2 - s ^ 2 := Real.sq_sqrt (by nlinarith)
  have hlt : √(D ^ 2 - s ^ 2) ^ 2 < D ^ 2 := by
    have h1 : 0 < s ^ 2 := by positivity
    linarith
  have hroot : gapRoot D (√(D ^ 2 - s ^ 2)) = s := by
    rw [gapRoot, hsq, sub_sub_cancel, Real.sqrt_sq hs.le]
  refine ⟨√(D ^ 2 - s ^ 2), ⟨⟨Real.sqrt_nonneg _, lt_of_pow_lt_pow_left₀ 2 hD.le hlt⟩, ?_⟩, ?_⟩
  · rw [isLevel_iff_poly hlt, hroot, hsq]
    exact hs1
  · rintro F ⟨⟨hF0, hFD⟩, hF⟩
    have hF2 : F ^ 2 < D ^ 2 := by nlinarith
    have hk := gapRoot_sq hF2
    have hkD : gapRoot D F ≤ D := Real.sqrt_le_iff.mpr ⟨hD.le, by nlinarith [sq_nonneg F]⟩
    -- the root `κ` of any level is the unique root `s`
    have hks : gapRoot D F = s := by
      refine huniq _ ⟨⟨gapRoot_pos hF2, hkD⟩, ?_⟩
      rw [← (isLevel_iff_poly hF2).mp hF, hk, sub_sub_cancel]
    rw [← hks, hk, sub_sub_cancel, Real.sqrt_sq hF0]
```

## (g) Levels at zero energy

**Task.** For $G,D>0$, show that
$$\det M(0)=0\iff e=0\ \text{and}\ c=0.$$

**Solution.** At $E=0$ we have $\kappa^2=D^2$, and (d) reads $0=(eD)^2+(GDc)^2$. A sum of two real squares vanishes only if both do, and $G,D>0$ then forces $e=c=0$. The converse follows by substitution. The code isolates the two squares as `h3` and `h4`.

```lean
/-- There is a level at zero energy exactly when the dot energy and `cos (φ / 2)` both vanish. -/
theorem isLevel_zero_iff (hG : 0 < G) (hD : 0 < D) :
    IsLevel G D e φ 0 ↔ e = 0 ∧ Real.cos (φ / 2) = 0 := by
  have h0 : (0 : ℝ) ^ 2 < D ^ 2 := by nlinarith
  rw [isLevel_iff_poly h0, gapRoot_sq h0]
  constructor
  · intro h
    have h1 : 0 ≤ (e * D) ^ 2 := sq_nonneg _
    have h2 : 0 ≤ (G * D * Real.cos (φ / 2)) ^ 2 := sq_nonneg _
    have h3 : (e * D) ^ 2 = 0 := by nlinarith
    have h4 : (G * D * Real.cos (φ / 2)) ^ 2 = 0 := by nlinarith
    exact ⟨(mul_eq_zero.mp (pow_eq_zero_iff two_ne_zero |>.mp h3)).resolve_right hD.ne',
      (mul_eq_zero.mp (pow_eq_zero_iff two_ne_zero |>.mp h4)).resolve_left (by positivity)⟩
  · rintro ⟨h1, h2⟩
    rw [h1, h2]
    ring
```

## (h) A strictly positive solution

**Task.** Let $G,D>0$, and suppose that $e$ and $c$ are not both zero. Show that the equation in (c) has a solution with
$$0<E<D.$$

**Solution.** Take the level from (f). By (g) it is not at zero, so it is positive, and (c) turns the determinant condition into the scalar equation. The case $|c|=1$, where the phase difference is a multiple of $2\pi$, is included.

```lean
/-- Unless the dot energy and `cos (φ / 2)` both vanish, the level equation has a solution
strictly between zero and the gap. -/
theorem exists_subgap_solution (hG : 0 < G) (hD : 0 < D)
    (h : ¬(e = 0 ∧ Real.cos (φ / 2) = 0)) :
    ∃ E : ℝ, 0 < E ∧ E < D ∧ E ^ 2 * (1 + G / √(D ^ 2 - E ^ 2)) ^ 2
      = e ^ 2 + G ^ 2 * D ^ 2 * Real.cos (φ / 2) ^ 2 / (D ^ 2 - E ^ 2) := by
  obtain ⟨E, ⟨⟨h0, hED⟩, hE⟩, _⟩ := existsUnique_level hG hD e φ
  have hne : E ≠ 0 := by
    rintro rfl
    exact h ((isLevel_zero_iff hG hD).mp hE)
  exact ⟨E, lt_of_le_of_ne h0 hne.symm, hED, (isLevel_iff (by nlinarith)).mp hE⟩
```

## (i) Opposite energies

**Task.** For $E^2<D^2$, show that
$$\det M(-E)=0\iff\det M(E)=0.$$

**Solution.** Equation (d) contains $E$ only through $E^2$, both directly and inside $\kappa$. In this two-component basis, the symmetry combines particle–hole symmetry with the spin symmetry of a junction without a magnetic field. Together with (f), it means that the levels inside the gap are $\pm E$ for a single $E\ge0$.

```lean
/-- Inside the gap, `-E` is a level exactly when `E` is. -/
theorem isLevel_neg_iff (hE : E ^ 2 < D ^ 2) :
    IsLevel G D e φ (-E) ↔ IsLevel G D e φ E := by
  have hE' : (-E) ^ 2 < D ^ 2 := by rwa [neg_sq]
  rw [isLevel_iff_poly hE', isLevel_iff_poly hE]
  simp only [gapRoot, neg_sq]
```

## (j) The dot at resonance

**Task.** Let $e=0$, $G>0$ and $0\le E<D$. Show that the level condition becomes
$$E(\kappa+G)=GD|c|.$$

**Solution.** With $e=0$, equation (d) says that the squares of the two sides agree. Both sides are nonnegative, so they are equal themselves. The lemma `sq_eq_sq₀` performs this step.

```lean
/-- For a dot at resonance, `e = 0`, the condition for a level with `0 ≤ E < D` is
`E (κ + G) = G D |cos (φ / 2)|`. -/
theorem resonant_level_iff (hG : 0 < G) (h0 : 0 ≤ E) (hED : E < D) :
    IsLevel G D 0 φ E ↔ E * (gapRoot D E + G) = G * D * |Real.cos (φ / 2)| := by
  have hE : E ^ 2 < D ^ 2 := by nlinarith
  have hD : 0 < D := lt_of_le_of_lt h0 hED
  have hk := gapRoot_pos hE
  have h1 : 0 ≤ E * (gapRoot D E + G) := by positivity
  have h2 : 0 ≤ G * D * |Real.cos (φ / 2)| := by positivity
  rw [isLevel_iff_poly hE, ← sq_eq_sq₀ h1 h2, mul_pow, mul_pow, mul_pow, sq_abs]
  constructor <;> intro h <;> linarith
```

## (k) A bound at resonance

**Task.** In the setting of (j), let $c\neq0$ and let $E$ be a level. Show that
$$E<D|c|.$$

**Solution.** The right side of (j) is positive, so $E>0$ and therefore $E\kappa>0$. Hence $GE<E(\kappa+G)=GD|c|$, and dividing by $G$ gives the bound. In Lean these two signs are `hEpos` and `hEk`.

```lean
/-- At resonance and for `cos (φ / 2) ≠ 0`, a level with `0 ≤ E < D` lies strictly below
`D |cos (φ / 2)|`. -/
theorem resonant_level_lt (hG : 0 < G) (h0 : 0 ≤ E) (hED : E < D)
    (hc : Real.cos (φ / 2) ≠ 0) (h : IsLevel G D 0 φ E) :
    E < D * |Real.cos (φ / 2)| := by
  have hD : 0 < D := lt_of_le_of_lt h0 hED
  have hk : 0 < gapRoot D E := gapRoot_pos (by nlinarith)
  have heq := (resonant_level_iff hG h0 hED).mp h
  have hc' : 0 < |Real.cos (φ / 2)| := abs_pos.mpr hc
  have hr : 0 < G * D * |Real.cos (φ / 2)| := by positivity
  have hEpos : 0 < E := by
    rcases h0.eq_or_lt with h1 | h1
    · rw [← h1, zero_mul] at heq
      linarith
    · exact h1
  have hEk : 0 < E * gapRoot D E := mul_pos hEpos hk
  refine lt_of_mul_lt_mul_left ?_ hG.le
  linarith

end SuperconductingDotJunction
```

```lean
#print axioms SuperconductingDotJunction.existsUnique_level
-- 'SuperconductingDotJunction.existsUnique_level' depends on axioms: [propext, Classical.choice, Quot.sound]
#print axioms SuperconductingDotJunction.exists_subgap_solution
-- 'SuperconductingDotJunction.exists_subgap_solution' depends on axioms: [propext, Classical.choice, Quot.sound]
#print axioms SuperconductingDotJunction.isLevel_neg_iff
-- 'SuperconductingDotJunction.isLevel_neg_iff' depends on axioms: [propext, Classical.choice, Quot.sound]
#print axioms SuperconductingDotJunction.resonant_level_lt
-- 'SuperconductingDotJunction.resonant_level_lt' depends on axioms: [propext, Classical.choice, Quot.sound]
```

## Unequal couplings to the two leads

The model could also have been set up with separate couplings $G_L$ and $G_R$, where $G=G_L+G_R$. The off-diagonal entries would then replace $c^2$ in the level equation by
$$1-\frac{4G_LG_R}{G^2}\sin^2(\varphi/2).$$
This quantity still lies between $0$ and $1$, so the argument of (e) would carry over. For $G_L\neq G_R$ it is never zero, and the level would stay away from zero energy at every phase. The code above treats equal couplings only.
